# A parameter-shift formula for the angle of exp(−itG/2) when G is a real combination of involutions

Let P_j, with j in a finite index set S, be complex square matrices with P_j² = 1, not assumed to commute. Let c_j be real and G = Σ_j c_j P_j. Write ⟨u, v⟩ for the inner product, antilinear in u. For any matrix O, vector ψ and real angle t, set φ(t) = exp(−itG/2) ψ and f(t) = ⟨φ(t), O φ(t)⟩. Then f is differentiable and

    f′(t) = Σ_j c_j [E_j(π/2) − E_j(−π/2)] / 2,

where E_j(s) = ⟨χ, Oχ⟩ with χ = exp(−isP_j/2) φ(t), not divided by ⟨χ, χ⟩. At t = 0 the vector φ(0) is ψ itself.

The familiar two-term rule evaluates the same gate at shifted angles. Here t is not shifted: a further rotation about a single P_j is applied after the gate, once with each sign. A generator written as a real combination of Pauli strings, as in variational simulation of electronic structure on qubits, has this form, so the formula gives the derivative in the one parameter t, on a finite register, provided that exp(−itG/2) is applied without Trotter error and the expectation values are exact.

## States, gates and expectations

States are vectors `n → ℂ` over a finite index type `n`, and operators are complex matrices. Lean's `I` is the imaginary unit.

```lean
import Mathlib

open Matrix
open Complex (I)

namespace GeneratorSumShift

noncomputable section

variable {n : Type*} [Fintype n] [DecidableEq n]
```

The gate carries the half-angle convention exp(−itG/2), the exponential being the power series.

```lean
/-- The gate `exp(-i t G / 2)` generated by `G` at angle `t`. -/
def gate (G : Matrix n n ℂ) (t : ℝ) : Matrix n n ℂ :=
  NormedSpace.exp ((-(I * t / 2)) • G)
```

The expectation ⟨φ, Oφ⟩ is written with `star φ`, the componentwise conjugate. It is a complex number and is not divided by ⟨φ, φ⟩, so it is the physical expectation value when φ is normalised.

```lean
/-- The expectation `⟨φ, O φ⟩` of `O` in the vector `φ`. -/
def expect (O : Matrix n n ℂ) (φ : n → ℂ) : ℂ := star φ ⬝ᵥ (O *ᵥ φ)
```

The function f is `rotExpect O G ψ`, and E_j(s) is the same construction with P_j as generator.

```lean
/-- The expectation of `O` in the rotated vector `exp(-i t G / 2) ψ`. -/
def rotExpect (O G : Matrix n n ℂ) (ψ : n → ℂ) (t : ℝ) : ℂ := expect O (gate G t *ᵥ ψ)
```

Both sides of the formula will be reduced to one quantity, the linear response

    R(G, φ) = (i/2) [⟨Gφ, Oφ⟩ − ⟨φ, OGφ⟩].

For Hermitian G this is (i/2)⟨φ, [G, O] φ⟩ with the commutator [G, O] = GO − OG. The definition leaves G inside the bra, and so G never has to be moved across the inner product.

```lean
/-- The linear response `(i/2) (⟨G φ, O φ⟩ - ⟨φ, O G φ⟩)` of `O` to the generator `G`. -/
def response (O G : Matrix n n ℂ) (φ : n → ℂ) : ℂ :=
  I / 2 * (star (G *ᵥ φ) ⬝ᵥ (O *ᵥ φ) - star φ ⬝ᵥ (O *ᵥ (G *ᵥ φ)))
```

For Hermitian O the expectation equals its own conjugate,

    ⟨φ, Oφ⟩* = ⟨Oφ, φ⟩ = ⟨φ, Oφ⟩,

and is therefore real. This is the only theorem that assumes `O.IsHermitian`.

```lean
omit [DecidableEq n] in
/-- The expectation of a Hermitian observable is real. -/
theorem expect_im {O : Matrix n n ℂ} (hO : O.IsHermitian) (φ : n → ℂ) :
    (expect O φ).im = 0 := by
  have h : expect O φ = star (expect O φ) := by
    calc expect O φ = star (star (O *ᵥ φ) ⬝ᵥ φ) := Matrix.star_dotProduct _ _
      _ = star (expect O φ) := by
        rw [Matrix.star_mulVec, hO.eq, ← Matrix.dotProduct_mulVec, expect]
  exact Complex.conj_eq_iff_im.1 h.symm
```

## The exponential of an involution

Let J² = −1 and let u be real. The product rule gives

    d/du [exp(uJ)(cos u − sin u J)] = exp(uJ) [J(cos u − sin u J) − sin u − cos u J] = 0,

since −sin u J² = sin u. The product is constant and equals 1 at u = 0. Also

    (cos t − sin t J)(cos t + sin t J) = cos² t + sin² t = 1.

Multiplying exp(tJ)(cos t − sin t J) = 1 from the right by cos t + sin t J leaves

    exp(tJ) = cos t + sin t J.

In the proof `h0` is the vanishing bracket, `hd` the zero derivative, `h1` the value of the constant and `h2` the second product. The statement holds in any real Banach algebra.

```lean
/-- In a real Banach algebra, `J² = -1` gives `exp(t J) = cos t + sin t J`. -/
theorem exp_of_sq_neg_one {A : Type*} [NormedRing A] [NormedAlgebra ℝ A] [CompleteSpace A]
    (J : A) (hJ : J * J = -1) (t : ℝ) :
    NormedSpace.exp (t • J) = Real.cos t • (1 : A) + Real.sin t • J := by
  -- `exp(uJ) (cos u - sin u J)` has zero derivative
  have hd : ∀ u : ℝ, HasDerivAt (fun u : ℝ =>
      NormedSpace.exp (u • J) * (Real.cos u • (1 : A) - Real.sin u • J)) 0 u := by
    intro u
    have h := (hasDerivAt_exp_smul_const J u).fun_mul
      (((Real.hasDerivAt_cos u).smul_const (1 : A)).fun_sub
        ((Real.hasDerivAt_sin u).smul_const J))
    refine h.congr_deriv ?_
    have h0 : J * (Real.cos u • (1 : A) - Real.sin u • J)
        + (-Real.sin u • (1 : A) - Real.cos u • J) = 0 := by
      simp only [mul_sub, mul_smul_comm, mul_one, hJ]
      module
    rw [mul_assoc, ← mul_add, h0, mul_zero]
  have hc := is_const_of_deriv_eq_zero (fun u => (hd u).differentiableAt)
    (fun u => (hd u).deriv) t 0
  have h1 : NormedSpace.exp (t • J) * (Real.cos t • (1 : A) - Real.sin t • J) = 1 := by
    simpa using hc
  have h2 : (Real.cos t • (1 : A) - Real.sin t • J) * (Real.cos t • (1 : A) + Real.sin t • J)
      = 1 := by
    calc _ = (Real.cos t ^ 2 + Real.sin t ^ 2) • (1 : A) := by
          simp only [sub_mul, mul_add, smul_mul_assoc, mul_smul_comm, one_mul, mul_one, hJ]
          module
      _ = 1 := by rw [Real.cos_sq_add_sin_sq, one_smul]
  calc NormedSpace.exp (t • J) = NormedSpace.exp (t • J) *
        ((Real.cos t • (1 : A) - Real.sin t • J) * (Real.cos t • (1 : A) + Real.sin t • J)) := by
        rw [h2, mul_one]
    _ = _ := by rw [← mul_assoc, h1, one_mul]
```

If P² = 1, then J = −iP has J² = (−i)² P² = −1, which is `hJ`. Taking the angle s/2,

    exp(−isP/2) = cos(s/2) − i sin(s/2) P.

The matrix norm that is opened supplies the Banach algebra structure and does not enter the statement. For Hermitian P, the condition P² = 1 says that the eigenvalues lie in {+1, −1}, as for a Pauli string.

```lean
open scoped Matrix.Norms.Operator in
/-- If `P² = 1` then `exp(-i s P / 2) = cos(s/2) - i sin(s/2) P`. -/
theorem gate_of_involution {P : Matrix n n ℂ} (hP : P * P = 1) (s : ℝ) :
    gate P s = ((Real.cos (s / 2) : ℝ) : ℂ) • (1 : Matrix n n ℂ)
      - (I * ((Real.sin (s / 2) : ℝ) : ℂ)) • P := by
  have hJ : ((-I) • P) * ((-I) • P) = -1 := by
    simp only [Matrix.smul_mul, Matrix.mul_smul, smul_smul, hP]
    rw [neg_mul_neg, Complex.I_mul_I, neg_smul, one_smul]
  have e : (s / 2 : ℝ) • ((-I) • P) = (-(I * s / 2)) • P := by
    ext i j
    simp only [Matrix.smul_apply, Complex.real_smul, smul_eq_mul]
    push_cast
    ring
  calc gate P s = NormedSpace.exp ((s / 2 : ℝ) • ((-I) • P)) := by rw [e]; rfl
    _ = Real.cos (s / 2) • (1 : Matrix n n ℂ) + Real.sin (s / 2) • ((-I) • P) :=
        exp_of_sq_neg_one ((-I) • P) hJ (s / 2)
    _ = _ := by
        ext i j
        simp only [Matrix.add_apply, Matrix.sub_apply, Matrix.smul_apply, Complex.real_smul,
          smul_eq_mul]
        ring
```

## The derivative as a linear response

With A = −(i/2)G the gate is exp(tA), whose derivative is A exp(tA). Applied to ψ this gives the following equation, which for Hermitian G is the Schrödinger equation with Hamiltonian G/2 and ħ = 1:

    φ′(t) = −(i/2) G φ(t).

Lean states it for each component `i`. The real-linear map `L` sends a matrix M to that component of Mψ, and the chain rule carries the derivative of the exponential through it.

```lean
open scoped Matrix.Norms.Operator in
/-- Each component of `φ(t) = exp(-i t G / 2) ψ` obeys `φ' = -(i/2) G φ`. -/
theorem hasDerivAt_state (G : Matrix n n ℂ) (ψ : n → ℂ) (t : ℝ) (i : n) :
    HasDerivAt (fun u => (gate G u *ᵥ ψ) i) ((((-(I / 2)) • G) *ᵥ (gate G t *ᵥ ψ)) i) t := by
  have e : ∀ u : ℝ, u • ((-(I / 2)) • G) = (-(I * u / 2)) • G := by
    intro u
    ext i j
    simp only [Matrix.smul_apply, Complex.real_smul, smul_eq_mul]
    ring
  have hg : ∀ u : ℝ, gate G u = NormedSpace.exp (u • ((-(I / 2)) • G)) := by
    intro u
    rw [e]; rfl
  let L : Matrix n n ℂ →ₗ[ℝ] ℂ :=
    { toFun := fun M => (M *ᵥ ψ) i
      map_add' := fun M N => by simp [Matrix.add_mulVec]
      map_smul' := fun c M => by simp [Matrix.smul_mulVec] }
  have h := (LinearMap.toContinuousLinearMap L).hasFDerivAt.comp_hasDerivAt t
    (hasDerivAt_exp_smul_const' ((-(I / 2)) • G) t)
  simp only [hg]
  rw [Matrix.mulVec_mulVec]
  exact h
```

The product rule on f, with the conjugate of −i/2 equal to +i/2, gives

    f′(t) = ⟨φ′, Oφ⟩ + ⟨φ, Oφ′⟩ = (i/2)⟨Gφ, Oφ⟩ − (i/2)⟨φ, OGφ⟩ = R(G, φ(t)).

The step `h` differentiates the double sum over components, `h'` collects it into the two inner products, and `hs` is the conjugation. Here G is an arbitrary matrix.

```lean
/-- The derivative at `t` of the expectation of `O` in `exp(-i t G / 2) ψ` is the linear
response of `O` to `G` in that rotated vector. -/
theorem hasDerivAt_rotExpect (O G : Matrix n n ℂ) (ψ : n → ℂ) (t : ℝ) :
    HasDerivAt (rotExpect O G ψ) (response O G (gate G t *ᵥ ψ)) t := by
  have hφ := hasDerivAt_state G ψ t
  -- product rule on the double sum over components
  have h := HasDerivAt.fun_sum (u := Finset.univ) fun i _ =>
    ((hφ i).star).fun_mul
      (HasDerivAt.fun_sum (u := Finset.univ) fun j _ => (hφ j).const_mul (O i j))
  have h' : HasDerivAt (rotExpect O G ψ)
      (star (((-(I / 2)) • G) *ᵥ (gate G t *ᵥ ψ)) ⬝ᵥ (O *ᵥ (gate G t *ᵥ ψ))
        + star (gate G t *ᵥ ψ) ⬝ᵥ (O *ᵥ (((-(I / 2)) • G) *ᵥ (gate G t *ᵥ ψ)))) t := by
    rw [Finset.sum_add_distrib] at h
    exact h
  refine h'.congr_deriv ?_
  have hs : star (-(I / 2)) = I / 2 := by
    simp [neg_div]
  simp only [response, Matrix.smul_mulVec, star_smul, smul_dotProduct, Matrix.mulVec_smul,
    dotProduct_smul, smul_eq_mul, hs]
  ring
```

## The response as a difference of two expectations

Let P² = 1, a = cos(s/2), b = sin(s/2), and let E(s) be the expectation of O in the rotated vector aφ − ibPφ. Expanding,

    E(s) = a²⟨φ, Oφ⟩ + b²⟨Pφ, OPφ⟩ + iab [⟨Pφ, Oφ⟩ − ⟨φ, OPφ⟩].

The last term is 2ab R(P, φ) = sin s · R(P, φ). Under s → −s only b changes sign, so the first two terms cancel in the difference:

    E(s) − E(−s) = 2 sin s · R(P, φ).

The code names a and b `c` and `d`, performs the expansion with `simp only`, and closes the cancellation with `ring`.

```lean
/-- If `P² = 1`, the expectations at angles `s` and `-s` differ by `2 sin s` times the linear
response of `O` to `P`. -/
theorem rotExpect_sub {P : Matrix n n ℂ} (hP : P * P = 1) (O : Matrix n n ℂ) (φ : n → ℂ)
    (s : ℝ) :
    rotExpect O P φ s - rotExpect O P φ (-s) = 2 * ((Real.sin s : ℝ) : ℂ) * response O P φ := by
  have hs : Real.sin s = 2 * Real.sin (s / 2) * Real.cos (s / 2) := by
    rw [← Real.sin_two_mul]; congr 1; ring
  rw [rotExpect, rotExpect, gate_of_involution hP, gate_of_involution hP, neg_div,
    Real.cos_neg, Real.sin_neg, hs]
  generalize Real.cos (s / 2) = c
  generalize Real.sin (s / 2) = d
  -- the terms even in the angle cancel, the cross terms double
  simp only [expect, response, Matrix.sub_mulVec, Matrix.smul_mulVec, Matrix.one_mulVec,
    star_sub, star_smul, Matrix.mulVec_sub, Matrix.mulVec_smul, sub_dotProduct, dotProduct_sub,
    smul_dotProduct, dotProduct_smul, smul_eq_mul, Complex.star_def, map_mul,
    Complex.conj_ofReal, Complex.conj_I]
  push_cast
  ring
```

The generator enters R once in a bra and once in a ket. A coefficient leaves the bra conjugated, so for real c_j

    R(Σ_j c_j P_j, φ) = Σ_j c_j R(P_j, φ).

The proof is an induction on S, with `Complex.conj_ofReal` as the place where reality is used. No product of two different P_j occurs, so no commutation relation is called on.

```lean
omit [DecidableEq n] in
/-- The linear response is linear in the generator over real coefficients. -/
theorem response_sum {ι : Type*} (S : Finset ι) (c : ι → ℝ) (P : ι → Matrix n n ℂ)
    (O : Matrix n n ℂ) (φ : n → ℂ) :
    response O (∑ j ∈ S, (c j : ℂ) • P j) φ = ∑ j ∈ S, (c j : ℂ) * response O (P j) φ := by
  classical
  induction S using Finset.induction_on with
  | empty => simp [response]
  | insert a S ha ih =>
    rw [Finset.sum_insert ha, Finset.sum_insert ha, ← ih]
    simp only [response, Matrix.add_mulVec, Matrix.smul_mulVec, star_add, star_smul,
      Matrix.mulVec_add, Matrix.mulVec_smul, add_dotProduct, dotProduct_add, smul_dotProduct,
      dotProduct_smul, smul_eq_mul, Complex.star_def, Complex.conj_ofReal]
    ring
```

## The shift formula

At s = π/2 the difference formula reads R(P_j, φ) = [E_j(π/2) − E_j(−π/2)]/2. Hence

    f′(t) = R(G, φ(t)) = Σ_j c_j R(P_j, φ(t)) = Σ_j c_j [E_j(π/2) − E_j(−π/2)] / 2,

and the proof applies `hasDerivAt_rotExpect`, `response_sum` and `rotExpect_sub` in this order. The coefficients have type `ι → ℝ`, and the one hypothesis `hP` is P_j² = 1 for j in S. Hermiticity of P_j and O and normalisation of ψ are not assumed. They are what makes the gates unitary and the numbers measurable averages, and the physical case is the special case in which they hold.

```lean
/-- For `G = ∑ c_j P_j` with real `c_j` and `P_j² = 1`, the derivative at `t` of the expectation
of `O` in `exp(-i t G / 2) ψ` is `∑ c_j (E_j(π/2) - E_j(-π/2)) / 2`, where `E_j(s)` is the
expectation in `exp(-i s P_j / 2) exp(-i t G / 2) ψ`. -/
theorem generator_sum_shift {ι : Type*} (S : Finset ι) (c : ι → ℝ) (P : ι → Matrix n n ℂ)
    (hP : ∀ j ∈ S, P j * P j = 1) (O : Matrix n n ℂ) (ψ : n → ℂ) (t : ℝ) :
    HasDerivAt (rotExpect O (∑ j ∈ S, (c j : ℂ) • P j) ψ)
      (∑ j ∈ S, (c j : ℂ) *
        ((rotExpect O (P j) (gate (∑ k ∈ S, (c k : ℂ) • P k) t *ᵥ ψ) (Real.pi / 2)
          - rotExpect O (P j) (gate (∑ k ∈ S, (c k : ℂ) • P k) t *ᵥ ψ) (-(Real.pi / 2))) / 2))
      t := by
  refine (hasDerivAt_rotExpect O _ ψ t).congr_deriv ?_
  rw [response_sum]
  refine Finset.sum_congr rfl fun j hj => ?_
  rw [rotExpect_sub (hP j hj), Real.sin_pi_div_two]
  push_cast
  ring
```

At t = 0 the gate is the identity, step `g`, and the rotations act on ψ directly.

```lean
/-- For `G = ∑ c_j P_j` with real `c_j` and `P_j² = 1`, the derivative at zero of the expectation
of `O` in `exp(-i t G / 2) ψ` is `∑ c_j (E_j(π/2) - E_j(-π/2)) / 2`, where `E_j(s)` is the
expectation in `exp(-i s P_j / 2) ψ`. -/
theorem generator_sum_shift_zero {ι : Type*} (S : Finset ι) (c : ι → ℝ)
    (P : ι → Matrix n n ℂ) (hP : ∀ j ∈ S, P j * P j = 1) (O : Matrix n n ℂ) (ψ : n → ℂ) :
    HasDerivAt (rotExpect O (∑ j ∈ S, (c j : ℂ) • P j) ψ)
      (∑ j ∈ S, (c j : ℂ) *
        ((rotExpect O (P j) ψ (Real.pi / 2) - rotExpect O (P j) ψ (-(Real.pi / 2))) / 2)) 0 := by
  have h := generator_sum_shift S c P hP O ψ 0
  have g : gate (∑ k ∈ S, (c k : ℂ) • P k) 0 = 1 := by simp [gate]
  rw [g, Matrix.one_mulVec] at h
  exact h
```

The derivative is taken in the common angle t at fixed c_j. The derivative with respect to a single coefficient is a different quantity and is not treated, nor are infinite-dimensional spaces, mixed states, noise or the statistical error of estimating E_j from finitely many measurements.

## Non-commuting generators

The Pauli matrices X and Z serve as P_j.

```lean
/-- The Pauli matrix `X`. -/
def pauliX : Matrix (Fin 2) (Fin 2) ℂ := !![0, 1; 1, 0]

/-- The Pauli matrix `Z`. -/
def pauliZ : Matrix (Fin 2) (Fin 2) ℂ := !![1, 0; 0, -1]
```

Both are Hermitian and square to one, checked entry by entry. In row 0, column 1, the product XZ has −1 and ZX has +1, so a generator built from X and Z has non-commuting terms.

```lean
/-- The Pauli matrices `X` and `Z` are Hermitian, square to one and do not commute. -/
theorem involution_witness :
    pauliX.IsHermitian ∧ pauliZ.IsHermitian ∧ pauliX * pauliX = 1 ∧ pauliZ * pauliZ = 1 ∧
      pauliX * pauliZ ≠ pauliZ * pauliX := by
  refine ⟨?_, ?_, ?_, ?_, fun h => ?_⟩
  · ext i j; fin_cases i <;> fin_cases j <;> simp [pauliX, Matrix.conjTranspose_apply]
  · ext i j; fin_cases i <;> fin_cases j <;> simp [pauliZ, Matrix.conjTranspose_apply]
  · ext i j; fin_cases i <;> fin_cases j <;> simp [pauliX, Matrix.mul_apply, Fin.sum_univ_succ]
  · ext i j; fin_cases i <;> fin_cases j <;> simp [pauliZ, Matrix.mul_apply, Fin.sum_univ_succ]
  · have h01 := congrFun (congrFun h 0) 1
    norm_num [pauliX, pauliZ, Matrix.mul_apply, Fin.sum_univ_two] at h01

end

end GeneratorSumShift
```

```lean
#print axioms GeneratorSumShift.expect_im
#print axioms GeneratorSumShift.generator_sum_shift_zero
```

```
'GeneratorSumShift.expect_im' depends on axioms: [propext, Classical.choice, Quot.sound]
'GeneratorSumShift.generator_sum_shift_zero' depends on axioms: [propext, Classical.choice, Quot.sound]
```

## A generator whose square is not one

The following example is ordinary arithmetic and has no theorem in the file. Take O = X and the normalised vector ψ = (1, −i)/√2. Then exp(−isZ/2)ψ = (e^(−is/2), −i e^(is/2))/√2, and the expectation of X in it is sin s. Now use the single term c = 1, P = 2Z, which is Hermitian but has P² = 4. Then f(t) = E(t) = sin 2t, and

    f′(0) = 2,    [E(π/2) − E(−π/2)] / 2 = [sin π − sin(−π)] / 2 = 0.

The formula fails. The same generator written as c = 2, P = Z meets the hypothesis, has E(s) = sin s, and gives 2 · [1 − (−1)]/2 = 2.
